# Added Langevin friction lowers the diffusion coefficient of a free particle coupled to damped auxiliary momenta

A diffusion coefficient taken from a trajectory run with extra Langevin friction includes an effect of the thermostat, and the question is how large this effect is and which sign it has. Comparing relaxation curves point by point does not settle the sign: a thermostat with memory can make the momentum correlation oscillate, and added friction can then raise the curve at some of the times where it was negative. For a free particle coupled linearly to finitely many damped auxiliary momenta, the time integral has a closed form that answers both questions.

Let $p(t)$ be the normalised momentum autocorrelation function, $g$ the Langevin friction, and $s_k(t)$ the correlation of the $k$-th auxiliary momentum with the initial momentum. The index $k$ runs over a finite type `ι`, which may be empty; that case is plain Langevin dynamics.

```lean
import Mathlib

open MeasureTheory Set Filter Topology

namespace LangevinFrictionDiffusion

noncomputable section

variable {ι : Type*} [Fintype ι] {g : ℝ} {a c : ι → ℝ} {p : ℝ → ℝ} {s : ι → ℝ → ℝ}
```

## The relaxation equations

For $t\ge 0$,
$$p'=-g\,p-\sum_k c_k s_k,\qquad s_k'=c_k\,p-a_k s_k,\qquad p(0)=1,\quad s_k(0)=0.$$
The $c_k$ are coupling strengths and the $a_k$ damping rates. The opposite signs of the two coupling terms let energy pass between the momenta without loss. The random forces have been averaged out, and $s_k(0)=0$ says that the auxiliary momenta are initially uncorrelated with the momentum of the particle. The same equations hold for the mean momenta that follow a unit initial momentum of the particle, so $p$ and the $s_k$ are called momenta below, and the sum of their squares energy. Under the assumptions made below these means decay; the fluctuating momenta of a trajectory do not. These equations are the starting point; they are not derived from a stochastic process.

`IsRelaxation` records them and assumes neither decay nor integrability. Its derivative at $t=0$ is two-sided, which is harmless because solutions of linear equations extend to negative times.

```lean
/-- Relaxation of a unit momentum `p` under Langevin friction `g` and linear coupling `c k`
to auxiliary momenta `s k`, which start at zero and are damped at rates `a k`. -/
structure IsRelaxation (g : ℝ) (a c : ι → ℝ) (p : ℝ → ℝ) (s : ι → ℝ → ℝ) : Prop where
  momentum : ∀ t, 0 ≤ t → HasDerivAt p (-g * p t - ∑ k, c k * s k t) t
  auxiliary : ∀ k t, 0 ≤ t → HasDerivAt (s k) (c k * p t - a k * s k t) t
  p_zero : p 0 = 1
  s_zero : ∀ k, s k 0 = 0
```

The friction felt by a slow motion is found by setting $s_k'=0$, so that $s_k=c_kp/a_k$. This gives
$$G=g+\sum_k \frac{c_k^2}{a_k}.$$

```lean
/-- The total static friction `g + ∑ c_k² / a_k`, for nonzero damping rates `a k`. -/
def totalFriction (g : ℝ) (a c : ι → ℝ) : ℝ := g + ∑ k, c k ^ 2 / a k
```

The Green–Kubo expression, taken as the definition of the diffusion coefficient, is $D=(T/m)\int_0^\infty p\,dt$ along one Cartesian direction, with $T$ the thermal energy and $m$ the mass. The random forces are assumed to keep the mean square velocity at $T/m$ for every friction. Lean gives a non-integrable function the integral 0, so the theorem below states integrability along with the value.

```lean
/-- The Green–Kubo diffusion coefficient at thermal energy `T` and mass `m ≠ 0`, for an
integrable normalised momentum autocorrelation function `p`. -/
def diffusionCoefficient (T m : ℝ) (p : ℝ → ℝ) : ℝ := T / m * ∫ t in Ioi (0 : ℝ), p t
```

## Energy balance and shifted momentum

The proof uses two balances, one for the energy and one for a shifted momentum. The rule $(f^2)'=2ff'$ serves for the energy, and later for the square of the shifted momentum.

```lean
/-- The rate of change of the square of a differentiable quantity. -/
theorem hasDerivAt_square {f : ℝ → ℝ} {f' t : ℝ} (h : HasDerivAt f f' t) :
    HasDerivAt (fun u => f u ^ 2) (2 * f t * f') t :=
  (h.fun_pow 2).congr_deriv (by norm_num)
```

For $E=p^2+\sum_k s_k^2$,
$$E'=2p\Big(-gp-\sum_k c_ks_k\Big)+\sum_k 2s_k(c_kp-a_ks_k)=-2gp^2-2\sum_k a_ks_k^2.$$
The coupling terms cancel. In the proof, `h3` separates the sums and `ring` performs the cancellation.

```lean
/-- Energy balance: the coupling exchanges energy without loss, and only the friction `g` and
the damping rates `a k` change the sum of squared momenta. -/
theorem energy_balance (h : IsRelaxation g a c p s) {t : ℝ} (ht : 0 ≤ t) :
    HasDerivAt (fun u => p u ^ 2 + ∑ k, s k u ^ 2)
      (-2 * g * p t ^ 2 - 2 * ∑ k, a k * s k t ^ 2) t := by
  have h2 : HasDerivAt (fun u => ∑ k, s k u ^ 2)
      (∑ k, 2 * s k t * (c k * p t - a k * s k t)) t :=
    HasDerivAt.fun_sum fun k _ => hasDerivAt_square (h.auxiliary k t ht)
  have h3 : ∑ k, 2 * s k t * (c k * p t - a k * s k t)
      = 2 * p t * ∑ k, c k * s k t - 2 * ∑ k, a k * s k t ^ 2 := by
    rw [Finset.mul_sum, Finset.mul_sum, ← Finset.sum_sub_distrib]
    exact Finset.sum_congr rfl fun k _ => by ring
  refine ((hasDerivAt_square (h.momentum t ht)).fun_add h2).congr_deriv ?_
  rw [h3]
  ring
```

At $g=0$ this balance does not damp $p$ directly. The shifted momentum $L=p-\sum_k(c_k/a_k)s_k$ supplies what is missing:
$$L'=-gp-\sum_k c_ks_k-\sum_k\frac{c_k^2}{a_k}p+\sum_k c_ks_k=-Gp.$$
Only $a_k\ne0$ is used here, to simplify $(c_k/a_k)a_k=c_k$.

```lean
/-- For nonzero damping rates, the shifted momentum `p - ∑ (c_k / a_k) s_k` changes at the rate
`-(total friction) * p`. -/
theorem shifted_momentum (h : IsRelaxation g a c p s) (ha : ∀ k, a k ≠ 0) {t : ℝ}
    (ht : 0 ≤ t) :
    HasDerivAt (fun u => p u - ∑ k, c k / a k * s k u) (-totalFriction g a c * p t) t := by
  have h2 : HasDerivAt (fun u => ∑ k, c k / a k * s k u)
      (∑ k, c k / a k * (c k * p t - a k * s k t)) t :=
    HasDerivAt.fun_sum fun k _ => (h.auxiliary k t ht).const_mul _
  have h3 : ∑ k, c k / a k * (c k * p t - a k * s k t)
      = (∑ k, c k ^ 2 / a k) * p t - ∑ k, c k * s k t := by
    rw [Finset.sum_mul, ← Finset.sum_sub_distrib]
    refine Finset.sum_congr rfl fun k _ => ?_
    have e : c k / a k * a k = c k := by
      have := ha k
      field_simp
    linear_combination (-(s k t)) * e
  refine ((h.momentum t ht).fun_sub h2).congr_deriv ?_
  rw [h3, totalFriction]
  ring
```

## Exponential decay, even without Langevin friction

If $V'\le-\nu V$, then $(Ve^{\nu t})'=(V'+\nu V)e^{\nu t}\le0$, hence $V(t)\le V(0)e^{-\nu t}$. The proof obtains `hanti`, the monotonicity of $Ve^{\nu t}$, from the sign of its derivative.

```lean
/-- A quantity `V` with `V' ≤ -ν V` for `t ≥ 0` is at most `V(0) exp(-ν t)` for `t ≥ 0`. -/
theorem decay_of_rate {V V' : ℝ → ℝ} {ν : ℝ} (hV : ∀ t, 0 ≤ t → HasDerivAt V (V' t) t)
    (hle : ∀ t, 0 ≤ t → V' t ≤ -ν * V t) (t : ℝ) (ht : 0 ≤ t) :
    V t ≤ V 0 * Real.exp (-ν * t) := by
  have hd : ∀ t, 0 ≤ t → HasDerivAt (fun u => V u * Real.exp (ν * u))
      ((V' t + ν * V t) * Real.exp (ν * t)) t := fun t ht => by
    have he : HasDerivAt (fun u : ℝ => Real.exp (ν * u)) (Real.exp (ν * t) * ν) t :=
      (((hasDerivAt_id' t).const_mul ν).exp).congr_deriv (by simp)
    exact ((hV t ht).fun_mul he).congr_deriv (by ring)
  -- `V exp(ν t)` never increases
  have hanti : AntitoneOn (fun u => V u * Real.exp (ν * u)) (Ici 0) := by
    refine antitoneOn_of_deriv_nonpos (convex_Ici 0)
      (fun t ht => (hd t ht).continuousAt.continuousWithinAt) (fun t ht => ?_) (fun t ht => ?_)
    · have ht' : t ∈ Ici (0 : ℝ) := interior_subset ht
      exact (hd t ht').differentiableAt.differentiableWithinAt
    · have ht' : t ∈ Ici (0 : ℝ) := interior_subset ht
      rw [(hd t ht').deriv]
      exact mul_nonpos_of_nonpos_of_nonneg (by linarith [hle t ht']) (Real.exp_pos _).le
  have h0 := hanti (mem_Ici.2 le_rfl) (mem_Ici.2 ht) ht
  simp only [mul_zero, Real.exp_zero, mul_one] at h0
  calc V t = V t * Real.exp (ν * t) * Real.exp (-ν * t) := by
        rw [mul_assoc, ← Real.exp_add]; simp
    _ ≤ V 0 * Real.exp (-ν * t) := mul_le_mul_of_nonneg_right h0 (Real.exp_pos _).le
```

Now assume $g\ge0$, all $a_k>0$ and $G>0$. The last condition means that some damping channel acts: $g>0$ or some $c_k\neq0$. Otherwise $p$ stays at 1.

Write $R=\sum_k(c_k/a_k)s_k$, $N=\sum_k s_k^2$ and $J=\sum_k(c_k/a_k)^2$, and let $\mu>0$ be a lower bound of the $a_k$. By Cauchy–Schwarz, $R^2\le JN$. Take $V=ME+L^2$ with $2\mu M=G(J+1)$. Since $2(p-R)p=p^2+(p-R)^2-R^2$,
$$V'\le-2M\mu N-Gp^2+GJN=-GE.$$
Also $V\le ME+2p^2+2R^2\le(M+2+2J)E$, so $V'\le-\nu V$ with $\nu=G/(M+2+2J)$.

Initially $V(0)=M+1$. Therefore $E\le Ce^{-\nu t}$ with $C=(M+1)/M$, and every momentum is bounded by $\sqrt C\,e^{-\nu t/2}$. The code uses the simpler prefactor $C+1\ge\sqrt C$.

In the proof, `key` is the inequality $V'\le-\nu V$ for plain real numbers, `hdec` applies the decay lemma, and `hb` takes the square root.

```lean
/-- For `g ≥ 0`, positive damping rates and positive total friction, all momenta decay
exponentially. -/
theorem exponential_relaxation (h : IsRelaxation g a c p s) (hg : 0 ≤ g) (ha : ∀ k, 0 < a k)
    (hG : 0 < totalFriction g a c) :
    ∃ C ν : ℝ, 0 < ν ∧ ∀ t, 0 ≤ t →
      |p t| ≤ C * Real.exp (-ν * t) ∧ ∀ k, |s k t| ≤ C * Real.exp (-ν * t) := by
  obtain ⟨μ, hμ, hμa⟩ : ∃ μ : ℝ, 0 < μ ∧ ∀ k, μ ≤ a k := by
    rcases isEmpty_or_nonempty ι with hι | hι
    · exact ⟨1, one_pos, fun k => isEmptyElim k⟩
    · obtain ⟨k₀, hk⟩ := Finite.exists_min a
      exact ⟨a k₀, ha k₀, hk⟩
  obtain ⟨G, hGe⟩ : ∃ G, G = totalFriction g a c := ⟨_, rfl⟩
  rw [← hGe] at hG
  obtain ⟨J, hJe⟩ : ∃ J, J = ∑ k, (c k / a k) ^ 2 := ⟨_, rfl⟩
  have hJ : 0 ≤ J := hJe ▸ Finset.sum_nonneg fun k _ => sq_nonneg _
  obtain ⟨M, hM, hMμ⟩ : ∃ M : ℝ, 0 < M ∧ 2 * μ * M = G * (J + 1) :=
    ⟨G * (J + 1) / (2 * μ), by positivity, by field_simp⟩
  obtain ⟨ν, hν, hνG⟩ : ∃ ν : ℝ, 0 < ν ∧ ν * (M + 2 + 2 * J) = G := by
    have hne : M + 2 + 2 * J ≠ 0 := by positivity
    exact ⟨G / (M + 2 + 2 * J), by positivity, by field_simp⟩
  -- dissipation of `M * energy + (shifted momentum)²`
  have key : ∀ P R N A : ℝ, 0 ≤ N → μ * N ≤ A → R ^ 2 ≤ J * N →
      M * (-2 * g * P ^ 2 - 2 * A) + 2 * (P - R) * (-G * P)
        ≤ -ν * (M * (P ^ 2 + N) + (P - R) ^ 2) := by
    intro P R N A hN hA hR
    have up : M * (P ^ 2 + N) + (P - R) ^ 2 ≤ (M + 2 + 2 * J) * (P ^ 2 + N) := by
      nlinarith [sq_nonneg (P + R), mul_nonneg hJ (sq_nonneg P)]
    have up' := mul_le_mul_of_nonneg_left up hν.le
    rw [← mul_assoc ν (M + 2 + 2 * J), hνG] at up'
    have t1 : 0 ≤ M * g * P ^ 2 := by positivity
    have t2 := mul_le_mul_of_nonneg_left hA hM.le
    have t3 : 0 ≤ G * (P - R) ^ 2 := by positivity
    have t4 := mul_le_mul_of_nonneg_left hR hG.le
    have t5 : 2 * μ * M * N = G * (J + 1) * N := by rw [hMμ]
    have down : M * (-2 * g * P ^ 2 - 2 * A) + 2 * (P - R) * (-G * P)
        ≤ -(G * (P ^ 2 + N)) := by linarith
    linarith
  have hL : ∀ t, 0 ≤ t →
      HasDerivAt (fun u => p u - ∑ k, c k / a k * s k u) (-G * p t) t := fun t ht => by
    rw [hGe]
    exact shifted_momentum h (fun k => (ha k).ne') ht
  have hdec := decay_of_rate (ν := ν)
    (V := fun u => M * (p u ^ 2 + ∑ k, s k u ^ 2) + (p u - ∑ k, c k / a k * s k u) ^ 2)
    (V' := fun t => M * (-2 * g * p t ^ 2 - 2 * ∑ k, a k * s k t ^ 2)
      + 2 * (p t - ∑ k, c k / a k * s k t) * (-G * p t))
    (fun t ht => ((energy_balance h ht).const_mul M).fun_add (hasDerivAt_square (hL t ht)))
    (fun t _ => key (p t) (∑ k, c k / a k * s k t) (∑ k, s k t ^ 2) (∑ k, a k * s k t ^ 2)
      (Finset.sum_nonneg fun k _ => sq_nonneg _)
      (by
        rw [Finset.mul_sum]
        exact Finset.sum_le_sum fun k _ => mul_le_mul_of_nonneg_right (hμa k) (sq_nonneg _))
      (by
        rw [hJe]
        exact Finset.sum_mul_sq_le_sq_mul_sq _ _ _))
  obtain ⟨C, hC, hCM⟩ : ∃ C : ℝ, 0 < C ∧ M * C = M + 1 :=
    ⟨(M + 1) / M, by positivity, by field_simp⟩
  refine ⟨C + 1, ν / 2, by positivity, fun t ht => ?_⟩
  have h1 := hdec t ht
  simp only [h.p_zero, h.s_zero, mul_zero, Finset.sum_const_zero, sub_zero, one_pow, ne_eq,
    OfNat.ofNat_ne_zero, not_false_eq_true, zero_pow, add_zero, mul_one] at h1
  have hE : p t ^ 2 + ∑ k, s k t ^ 2 ≤ C * Real.exp (-ν * t) := by
    refine le_of_mul_le_mul_left ?_ hM
    rw [← mul_assoc, hCM]
    linarith [sq_nonneg (p t - ∑ k, c k / a k * s k t)]
  have he : Real.exp (-ν * t) = Real.exp (-(ν / 2) * t) ^ 2 := by
    rw [sq, ← Real.exp_add]
    congr 1
    ring
  rw [he] at hE
  -- each momentum is bounded by the square root of the energy
  have hb : ∀ x : ℝ, x ^ 2 ≤ p t ^ 2 + ∑ k, s k t ^ 2 →
      |x| ≤ (C + 1) * Real.exp (-(ν / 2) * t) := fun x hx => by
    refine abs_le_of_sq_le_sq ?_ (by positivity)
    nlinarith [mul_nonneg hC.le (sq_nonneg (Real.exp (-(ν / 2) * t))),
      sq_nonneg (C * Real.exp (-(ν / 2) * t)), sq_nonneg (Real.exp (-(ν / 2) * t))]
  refine ⟨hb _ ?_, fun k => hb _ ?_⟩
  · linarith [Finset.sum_nonneg fun k (_ : k ∈ Finset.univ) => sq_nonneg (s k t)]
  · have hk := Finset.single_le_sum (f := fun k => s k t ^ 2)
      (fun i _ => sq_nonneg (s i t)) (Finset.mem_univ k)
    linarith [sq_nonneg (p t)]
```

## The integral is the inverse total friction

The exponential bound makes $p$ integrable and sends $L$ to zero. Since $L(0)=1$, integrating $L'=-Gp$ gives
$$0-1=-G\int_0^\infty p\,dt,\qquad \int_0^\infty p\,dt=\frac1G.$$
The theorem states both integrability and this value, for any solution of the relaxation equations under the three assumptions above. In the proof, `hint` is the integrability, `hlim` the limit of $L$, and `key` the integration over the half-line.

```lean
/-- For `g ≥ 0`, positive damping rates and positive total friction, the relaxing momentum is
integrable over `t > 0` and its integral is the inverse of the total friction. -/
theorem integral_relaxation (h : IsRelaxation g a c p s) (hg : 0 ≤ g) (ha : ∀ k, 0 < a k)
    (hG : 0 < totalFriction g a c) :
    IntegrableOn p (Ioi 0) ∧ ∫ t in Ioi (0 : ℝ), p t = 1 / (g + ∑ k, c k ^ 2 / a k) := by
  obtain ⟨C, ν, hν, hb⟩ := exponential_relaxation h hg ha hG
  have hint : IntegrableOn p (Ioi 0) := by
    refine Integrable.mono' (Integrable.const_mul (exp_neg_integrableOn_Ioi 0 hν) C) ?_ ?_
    · exact ContinuousOn.aestronglyMeasurable
        (fun t ht => (h.momentum t (mem_Ioi.1 ht).le).continuousAt.continuousWithinAt)
        measurableSet_Ioi
    · refine (ae_restrict_iff' measurableSet_Ioi).2 (Eventually.of_forall fun t ht => ?_)
      rw [Real.norm_eq_abs]
      exact (hb t (mem_Ioi.1 ht).le).1
  have hexp : Tendsto (fun t : ℝ => C * Real.exp (-ν * t)) atTop (𝓝 0) := by
    have h1 : Tendsto (fun t : ℝ => ν * t) atTop atTop := tendsto_id.const_mul_atTop hν
    have h2 := (Real.tendsto_exp_neg_atTop_nhds_zero.comp h1).const_mul C
    simpa [Function.comp_def] using h2
  have hz : ∀ f : ℝ → ℝ, (∀ t, 0 ≤ t → |f t| ≤ C * Real.exp (-ν * t)) →
      Tendsto f atTop (𝓝 0) := fun f hf =>
    squeeze_zero_norm' ((eventually_ge_atTop 0).mono fun t ht => hf t ht) hexp
  have hlim : Tendsto (fun t => p t - ∑ k, c k / a k * s k t) atTop (𝓝 0) := by
    have hs := tendsto_finsetSum Finset.univ fun k (_ : k ∈ Finset.univ) =>
      (hz (s k) fun t ht => (hb t ht).2 k).const_mul (c k / a k)
    simpa using (hz p fun t ht => (hb t ht).1).sub hs
  -- integrate the equation of the shifted momentum from zero to infinity
  have key := integral_Ioi_of_hasDerivAt_of_tendsto'
    (fun t (ht : t ∈ Ici (0 : ℝ)) => shifted_momentum h (fun k => (ha k).ne') ht)
    (Integrable.const_mul hint (-totalFriction g a c)) hlim
  simp only [integral_const_mul, h.p_zero, h.s_zero, mul_zero, Finset.sum_const_zero,
    sub_zero] at key
  refine ⟨hint, ?_⟩
  change _ = 1 / totalFriction g a c
  rw [eq_div_iff hG.ne']
  linarith
```

## Comparing two frictions

Keep the $a_k>0$ and the $c_k$ fixed and raise $g_1\ge0$ to $g_2>g_1$. Let $G_1$ and $G_2$ be the total frictions, with $G_1>0$. Then $G_1<G_2$, and for positive $T$ and $m$
$$D_2=\frac{T}{mG_2}<\frac{T}{mG_1}=D_1.$$
The case $g_1=0$ compares a bare coloured-noise thermostat with the same thermostat plus friction, provided that some $c_k\ne0$.

This gives the effect of added friction on the diffusion of a free particle with linear, mutually uncoupled auxiliary momenta. Forces between atoms are absent from the model, so the formula does not by itself correct a diffusion coefficient computed for interacting atoms.

```lean
/-- With the same auxiliary momenta, of positive damping rates, raising the Langevin friction
from `g₁ ≥ 0` to `g₂` strictly lowers the diffusion coefficient, provided that the total friction
at `g₁` and the temperature and mass are positive. -/
theorem friction_lowers_diffusion {g₁ g₂ T m : ℝ} {p₁ p₂ : ℝ → ℝ} {s₁ s₂ : ι → ℝ → ℝ}
    (h₁ : IsRelaxation g₁ a c p₁ s₁) (h₂ : IsRelaxation g₂ a c p₂ s₂) (hg : 0 ≤ g₁)
    (hlt : g₁ < g₂) (ha : ∀ k, 0 < a k) (hG : 0 < totalFriction g₁ a c)
    (hT : 0 < T) (hm : 0 < m) :
    diffusionCoefficient T m p₂ < diffusionCoefficient T m p₁ := by
  have hGG : totalFriction g₁ a c < totalFriction g₂ a c := by
    unfold totalFriction
    linarith
  unfold diffusionCoefficient
  rw [(integral_relaxation h₁ hg ha hG).2,
    (integral_relaxation h₂ (hg.trans hlt.le) ha (hG.trans hGG)).2]
  exact mul_lt_mul_of_pos_left (one_div_lt_one_div_of_lt hG hGG) (div_pos hT hm)
```

## One auxiliary momentum, with numbers

Take $a=2$ and $c=1$, in units where all rates are pure numbers. Without Langevin friction, $p=(1+t)e^{-t}$ and $s=te^{-t}$. Indeed $p'=-te^{-t}=-s$ and $s'=(1-t)e^{-t}=p-2s$. The integral is $1+1=2$, in agreement with $G=1/2$.

With $g=4$, $p=(1-t)e^{-3t}$ and $s=te^{-3t}$. The integral is $1/3-1/9=2/9$, in agreement with $G=9/2$. The added friction lowers $D$ by a factor of nine.

The last theorem confirms that both pairs solve the relaxation equations. Its helper `hd` differentiates $(\alpha+\beta t)e^{rt}$ once for all four functions.

```lean
/-- Explicit relaxations for one auxiliary momentum with damping rate 2 and coupling 1, without
Langevin friction and with Langevin friction 4. -/
theorem isRelaxation_witness :
    IsRelaxation (ι := Unit) 0 (fun _ => 2) (fun _ => 1)
      (fun t => (1 + t) * Real.exp (-t)) (fun _ t => t * Real.exp (-t)) ∧
    IsRelaxation (ι := Unit) 4 (fun _ => 2) (fun _ => 1)
      (fun t => (1 - t) * Real.exp (-(3 * t))) (fun _ t => t * Real.exp (-(3 * t))) := by
  have hd : ∀ α β r t : ℝ, HasDerivAt (fun u => (α + β * u) * Real.exp (r * u))
      ((β + r * (α + β * t)) * Real.exp (r * t)) t := fun α β r t => by
    have hl : HasDerivAt (fun u : ℝ => α + β * u) β t :=
      (((hasDerivAt_id' t).const_mul β).const_add α).congr_deriv (mul_one β)
    have he : HasDerivAt (fun u : ℝ => Real.exp (r * u)) (Real.exp (r * t) * r) t :=
      (((hasDerivAt_id' t).const_mul r).exp).congr_deriv (by simp)
    exact (hl.fun_mul he).congr_deriv (by ring)
  refine ⟨⟨fun t _ => ?_, fun _ t _ => ?_, by simp, by simp⟩,
    ⟨fun t _ => ?_, fun _ t _ => ?_, by simp, by simp⟩⟩
  · have h := hd 1 1 (-1) t
    simp only [one_mul, neg_mul] at h
    refine h.congr_deriv ?_
    simp only [Finset.univ_unique, Finset.sum_singleton]
    ring
  · have h := hd 0 1 (-1) t
    simp only [one_mul, neg_mul, zero_add] at h
    exact h.congr_deriv (by ring)
  · have h := hd 1 (-1) (-3) t
    simp only [one_mul, neg_mul, ← sub_eq_add_neg] at h
    refine h.congr_deriv ?_
    simp only [Finset.univ_unique, Finset.sum_singleton]
    ring
  · have h := hd 0 1 (-3) t
    simp only [one_mul, neg_mul, zero_add] at h
    exact h.congr_deriv (by ring)

end

end LangevinFrictionDiffusion
```

```lean
#print axioms LangevinFrictionDiffusion.friction_lowers_diffusion
```

```
'LangevinFrictionDiffusion.friction_lowers_diffusion' depends on axioms: [propext, Classical.choice, Quot.sound]
```
